# A two-term natural-orbital pair with coefficients of opposite sign has Heitler–London form

For orthonormal real orbitals $f_1,f_2$, put $x=(f_1+f_2)/\sqrt2$ and $y=(f_1-f_2)/\sqrt2$: expanding the products gives $x\otimes y+y\otimes x=f_1\otimes f_1-f_2\otimes f_2$, because the mixed terms cancel. With unequal weights on $f_1$ and $f_2$ the same cancellation occurs, and $x$ and $y$ then overlap.

```lean
import Mathlib

open scoped InnerProductSpace TensorProduct

namespace GeneralisedValenceBond

noncomputable section

variable {E : Type*} [NormedAddCommGroup E] [InnerProductSpace ℝ E]

/-- The spatial pair function `c f₁ ⊗ f₁ - s f₂ ⊗ f₂` in natural-orbital form. -/
def naturalPair (c s : ℝ) (f₁ f₂ : E) : E ⊗[ℝ] E :=
  c • (f₁ ⊗ₜ[ℝ] f₁) - s • (f₂ ⊗ₜ[ℝ] f₂)

/-- The unnormalised Heitler-London product `x ⊗ y + y ⊗ x` of two orbitals. -/
def symProduct (x y : E) : E ⊗[ℝ] E :=
  x ⊗ₜ[ℝ] y + y ⊗ₜ[ℝ] x

/-- The valence bond orbital `√(c/(c+s)) f + √(s/(c+s)) g`; its partner has `-g` for `g`. -/
def bondOrbital (c s : ℝ) (f g : E) : E :=
  √(c / (c + s)) • f + √(s / (c + s)) • g

/-- The inverse square root of a positive number `t` squares to the inverse of `t`. -/
theorem inv_sqrt_sq_mul {t : ℝ} (ht : 0 < t) : (√t)⁻¹ * (√t)⁻¹ * t = 1 := by
  rw [← mul_inv, Real.mul_self_sqrt ht.le, inv_mul_cancel₀ ht.ne']

/-- The inner product of two real combinations of orthonormal orbitals is the
dot product of their coefficients. -/
theorem inner_combination {f g : E} (hf : ‖f‖ = 1) (hg : ‖g‖ = 1) (hfg : ⟪f, g⟫_ℝ = 0)
    (a b a' b' : ℝ) : ⟪a • f + b • g, a' • f + b' • g⟫_ℝ = a * a' + b * b' := by
  have hgf : ⟪g, f⟫_ℝ = 0 := by rw [real_inner_comm]; exact hfg
  simp only [inner_add_left, inner_add_right, real_inner_smul_left, real_inner_smul_right,
    real_inner_self_eq_norm_sq, hf, hg, hfg, hgf]
  ring

/-- For positive `c` and `s`, a valence bond orbital built from orthonormal orbitals is normalised.
-/
theorem norm_bondOrbital {f g : E} (hf : ‖f‖ = 1) (hg : ‖g‖ = 1) (hfg : ⟪f, g⟫_ℝ = 0)
    {c s : ℝ} (hc : 0 < c) (hs : 0 < s) : ‖bondOrbital c s f g‖ = 1 := by
  have h : ⟪bondOrbital c s f g, bondOrbital c s f g⟫_ℝ = 1 := by
    unfold bondOrbital
    rw [inner_combination hf hg hfg, Real.mul_self_sqrt (by positivity),
      Real.mul_self_sqrt (by positivity), ← add_div, div_self (by positivity)]
  rw [norm_eq_sqrt_real_inner, h, Real.sqrt_one]

/-- For positive `c` and `s` and orthonormal `f` and `g`, the two valence bond orbitals have overlap
`(c - s)/(c + s)`. -/
theorem overlap_bondOrbital {f g : E} (hf : ‖f‖ = 1) (hg : ‖g‖ = 1) (hfg : ⟪f, g⟫_ℝ = 0)
    {c s : ℝ} (hc : 0 < c) (hs : 0 < s) :
    ⟪bondOrbital c s f g, bondOrbital c s f (-g)⟫_ℝ = (c - s) / (c + s) := by
  unfold bondOrbital
  rw [smul_neg, ← neg_smul, inner_combination hf hg hfg, mul_neg,
    Real.mul_self_sqrt (by positivity), Real.mul_self_sqrt (by positivity)]
  ring

/-- Polarisation: the symmetric product of `p + q` and `p - q` contains only the doubly
occupied terms `p ⊗ p` and `q ⊗ q`. -/
theorem symProduct_add_sub (p q : E) :
    symProduct (p + q) (p - q) = (2 : ℝ) • (p ⊗ₜ[ℝ] p - q ⊗ₜ[ℝ] q) := by
  unfold symProduct
  simp only [TensorProduct.add_tmul, TensorProduct.tmul_add, TensorProduct.sub_tmul,
    TensorProduct.tmul_sub]
  module

/-- For positive `c` and `s`, the pair function is `(c + s)/2` times the symmetric product of its
two valence bond orbitals. -/
theorem naturalPair_eq_symProduct (f g : E) {c s : ℝ} (hc : 0 < c) (hs : 0 < s) :
    naturalPair c s f g =
      ((c + s) / 2) • symProduct (bondOrbital c s f g) (bondOrbital c s f (-g)) := by
  have hcs : c + s ≠ 0 := by positivity
  unfold bondOrbital naturalPair
  rw [smul_neg, ← sub_eq_add_neg, symProduct_add_sub, TensorProduct.smul_tmul_smul,
    TensorProduct.smul_tmul_smul, Real.mul_self_sqrt (by positivity),
    Real.mul_self_sqrt (by positivity)]
  match_scalars <;> field_simp

/-- For orthonormal `f₁`, `f₂` and positive `c`, `s` with `c² + s² = 1`, the pair function `c f₁ ⊗
f₁ - s f₂ ⊗ f₂` is a Heitler-London function of two unit orbitals with overlap `S = (c - s)/(c +
s)`, and its prefactor `(c + s)/2` equals `1/√(2(1 + S²))`. -/
theorem generalised_valence_bond_pair {f₁ f₂ : E} (h₁ : ‖f₁‖ = 1) (h₂ : ‖f₂‖ = 1)
    (h₁₂ : ⟪f₁, f₂⟫_ℝ = 0) {c s : ℝ} (hc : 0 < c) (hs : 0 < s) (hcs : c ^ 2 + s ^ 2 = 1) :
    ∃ x y : E, ‖x‖ = 1 ∧ ‖y‖ = 1 ∧ ⟪x, y⟫_ℝ = (c - s) / (c + s) ∧
      naturalPair c s f₁ f₂ = ((c + s) / 2) • symProduct x y ∧
      (c + s) / 2 = (√(2 * (1 + ⟪x, y⟫_ℝ ^ 2)))⁻¹ := by
  have hS := overlap_bondOrbital h₁ h₂ h₁₂ hc hs
  refine ⟨bondOrbital c s f₁ f₂, bondOrbital c s f₁ (-f₂), norm_bondOrbital h₁ h₂ h₁₂ hc hs,
    norm_bondOrbital h₁ (by rw [norm_neg]; exact h₂) (by rw [inner_neg_right, h₁₂, neg_zero])
      hc hs, hS, naturalPair_eq_symProduct f₁ f₂ hc hs, ?_⟩
  -- normalisation of the pair turns the radicand into a perfect square
  have hsq : 2 * (1 + ((c - s) / (c + s)) ^ 2) = (2 / (c + s)) ^ 2 := by
    have h0 : c + s ≠ 0 := by positivity
    field_simp
    nlinarith [hcs]
  rw [hS, hsq, Real.sqrt_sq (by positivity), inv_div]

/-- Any bilinear form takes equal values on the two forms of the same pair function. -/
theorem bilinear_eq {f₁ f₂ u v : E} {c s k : ℝ}
    (h : naturalPair c s f₁ f₂ = k • symProduct u v) (B : E →ₗ[ℝ] E →ₗ[ℝ] ℝ) :
    c * B f₁ f₁ - s * B f₂ f₂ = k * (B u v + B v u) := by
  have h' := congrArg (TensorProduct.lift B) h
  simpa only [naturalPair, symProduct, map_sub, map_add, map_smul, TensorProduct.lift.tmul,
    smul_eq_mul] using h'

/-- If `c f₁ ⊗ f₁ - s f₂ ⊗ f₂`, with `f₁`, `f₂` orthonormal and `c`, `s` positive, is a positive
multiple `k` of the symmetric product of two unit orbitals, then `k = (c + s)/2` and their overlap
is `(c - s)/(c + s)`. -/
theorem overlap_unique {f₁ f₂ u v : E} (h₁ : ‖f₁‖ = 1) (h₂ : ‖f₂‖ = 1)
    (h₁₂ : ⟪f₁, f₂⟫_ℝ = 0) (hu : ‖u‖ = 1) (hv : ‖v‖ = 1) {c s k : ℝ}
    (hc : 0 < c) (hs : 0 < s) (hk : 0 < k)
    (h : naturalPair c s f₁ f₂ = k • symProduct u v) :
    k = (c + s) / 2 ∧ ⟪u, v⟫_ℝ = (c - s) / (c + s) := by
  have h₂₁ : ⟪f₂, f₁⟫_ℝ = 0 := by rw [real_inner_comm]; exact h₁₂
  -- the trace of the pair function
  have hT := bilinear_eq h (LinearMap.mk₂ ℝ (fun p q : E => ⟪p, q⟫_ℝ)
    (fun a b d => inner_add_left a b d)
    (fun r a b => by simp only [real_inner_smul_left, smul_eq_mul])
    (fun a b d => inner_add_right a b d)
    (fun r a b => by simp only [real_inner_smul_right, smul_eq_mul]))
  simp only [LinearMap.mk₂_apply, real_inner_self_eq_norm_sq, h₁, h₂] at hT
  rw [real_inner_comm u v] at hT
  -- the amplitude of the pair function on a product of two orbitals
  have amp : ∀ a b : E, c * (⟪a, f₁⟫_ℝ * ⟪b, f₁⟫_ℝ) - s * (⟪a, f₂⟫_ℝ * ⟪b, f₂⟫_ℝ) =
      k * (⟪a, u⟫_ℝ * ⟪b, v⟫_ℝ + ⟪a, v⟫_ℝ * ⟪b, u⟫_ℝ) := fun a b => by
    have hB := bilinear_eq h (LinearMap.mk₂ ℝ (fun p q : E => ⟪a, p⟫_ℝ * ⟪b, q⟫_ℝ)
      (fun _ _ _ => by simp only [inner_add_right]; ring)
      (fun _ _ _ => by simp only [real_inner_smul_right, smul_eq_mul]; ring)
      (fun _ _ _ => by simp only [inner_add_right]; ring)
      (fun _ _ _ => by simp only [real_inner_smul_right, smul_eq_mul]; ring))
    simpa only [LinearMap.mk₂_apply] using hB
  have e₁ := amp f₁ f₁
  have e₂ := amp f₂ f₂
  have e₃ := amp u v
  simp only [real_inner_self_eq_norm_sq, h₁, h₂, h₁₂, h₂₁] at e₁ e₂
  simp only [real_inner_self_eq_norm_sq, hu, hv] at e₃
  rw [real_inner_comm f₁ u, real_inner_comm f₁ v, real_inner_comm f₂ u,
    real_inner_comm f₂ v, real_inner_comm u v] at e₃
  -- equality of the squared norms
  have hn : c ^ 2 + s ^ 2 = 2 * k ^ 2 * (1 + ⟪u, v⟫_ℝ ^ 2) := by
    linear_combination 2 * k * e₃ + c * e₁ - s * e₂
  have hz : (2 * k - (c + s)) * (2 * k + (c + s)) = 0 := by
    linear_combination -2 * hn + (c - s + 2 * k * ⟪u, v⟫_ℝ) * hT
  have hk' : k = (c + s) / 2 := by
    rcases mul_eq_zero.1 hz with h0 | h0 <;> linarith
  refine ⟨hk', ?_⟩
  rw [eq_div_iff (by positivity)]
  linear_combination -hT - 2 * ⟪u, v⟫_ℝ * hk'

/-- Conversely, the normalised Heitler-London function of two unit orbitals with overlap strictly
between `-1` and `1` is a normalised two-term pair function of orthonormal orbitals. -/
theorem heitlerLondon_eq_naturalPair {x y : E} (hx : ‖x‖ = 1) (hy : ‖y‖ = 1)
    (hxy : |⟪x, y⟫_ℝ| < 1) :
    ∃ (f₁ f₂ : E) (c s : ℝ), ‖f₁‖ = 1 ∧ ‖f₂‖ = 1 ∧ ⟪f₁, f₂⟫_ℝ = 0 ∧ 0 < c ∧ 0 < s ∧
      c ^ 2 + s ^ 2 = 1 ∧
      (√(2 * (1 + ⟪x, y⟫_ℝ ^ 2)))⁻¹ • symProduct x y = naturalPair c s f₁ f₂ := by
  obtain ⟨hl, hr⟩ := abs_lt.1 hxy
  have hyx : ⟪y, x⟫_ℝ = ⟪x, y⟫_ℝ := real_inner_comm x y
  generalize ⟪x, y⟫_ℝ = S at *
  have hS : ⟪x, y⟫_ℝ = S := (real_inner_comm y x).trans hyx
  have hN := inv_sqrt_sq_mul (t := 2 * (1 + S ^ 2)) (by positivity)
  have hN0 : 0 < (√(2 * (1 + S ^ 2)))⁻¹ := inv_pos.2 (Real.sqrt_pos.2 (by positivity))
  have hp := inv_sqrt_sq_mul (t := 2 * (1 + S)) (by linarith)
  have hq := inv_sqrt_sq_mul (t := 2 * (1 - S)) (by linarith)
  generalize (√(2 * (1 + S ^ 2)))⁻¹ = N at *
  generalize (√(2 * (1 + S)))⁻¹ = p at *
  generalize (√(2 * (1 - S)))⁻¹ = q at *
  -- the natural orbitals are the normalised sum and difference
  refine ⟨p • (x + y), q • (x - y), N * (1 + S), N * (1 - S), ?_, ?_, ?_,
    mul_pos hN0 (by linarith), mul_pos hN0 (by linarith), by linear_combination hN, ?_⟩
  · have h : ⟪p • (x + y), p • (x + y)⟫_ℝ = 1 := by
      simp only [real_inner_smul_left, real_inner_smul_right, inner_add_left, inner_add_right]
      simp only [real_inner_self_eq_norm_sq, hx, hy, hyx, hS]
      linear_combination hp
    rw [norm_eq_sqrt_real_inner, h, Real.sqrt_one]
  · have h : ⟪q • (x - y), q • (x - y)⟫_ℝ = 1 := by
      simp only [real_inner_smul_left, real_inner_smul_right, inner_sub_left, inner_sub_right]
      simp only [real_inner_self_eq_norm_sq, hx, hy, hyx, hS]
      linear_combination hq
    rw [norm_eq_sqrt_real_inner, h, Real.sqrt_one]
  · simp only [real_inner_smul_left, real_inner_smul_right, inner_add_left, inner_sub_right,
      real_inner_self_eq_norm_sq, hx, hy, real_inner_comm x y]
    ring
  · have e₁ : N * (1 + S) * (p * p) = N / 2 := by linear_combination N / 2 * hp
    have e₂ : N * (1 - S) * (q * q) = N / 2 := by linear_combination N / 2 * hq
    unfold naturalPair symProduct
    rw [TensorProduct.smul_tmul_smul, TensorProduct.smul_tmul_smul, smul_smul, smul_smul, e₁, e₂]
    simp only [TensorProduct.add_tmul, TensorProduct.tmul_add, TensorProduct.sub_tmul,
      TensorProduct.tmul_sub]
    module

end

end GeneralisedValenceBond
```

```lean
#print axioms GeneralisedValenceBond.generalised_valence_bond_pair
-- 'GeneralisedValenceBond.generalised_valence_bond_pair' depends on axioms: [propext, Classical.choice, Quot.sound]
#print axioms GeneralisedValenceBond.overlap_unique
-- 'GeneralisedValenceBond.overlap_unique' depends on axioms: [propext, Classical.choice, Quot.sound]
#print axioms GeneralisedValenceBond.heitlerLondon_eq_naturalPair
-- 'GeneralisedValenceBond.heitlerLondon_eq_naturalPair' depends on axioms: [propext, Classical.choice, Quot.sound]
```

## Three statements about one electron pair

Let $f_1,f_2$ be orthonormal and let $c,s>0$ with $c^2+s^2=1$. The theorem `generalised_valence_bond_pair` says that there are unit vectors $x,y$ with

$$
c\,f_1\otimes f_1-s\,f_2\otimes f_2=\frac{c+s}{2}\,(x\otimes y+y\otimes x),
\qquad
S:=\langle x,y\rangle=\frac{c-s}{c+s},
$$

and that the prefactor $(c+s)/2$ equals $1/\sqrt{2(1+S^2)}$, the usual normalisation of a Heitler–London function. For $c=0.8$ and $s=0.6$, the overlap is $1/7$ and the prefactor is $0.7$.

The theorem `overlap_unique` concerns any other way of writing the same function. If it equals $k(u\otimes v+v\otimes u)$ with unit vectors $u,v$ and $k>0$, then $k=(c+s)/2$ and $\langle u,v\rangle=(c-s)/(c+s)$. This fixes the two numbers and makes no statement about the orbitals themselves. It does not need $c^2+s^2=1$. The sign condition on $k$ matters, since replacing $v$ by $-v$ reverses both the prefactor and the overlap.

The theorem `heitlerLondon_eq_naturalPair` goes the other way: every normalised Heitler–London function of two unit orbitals with $|S|<1$ has the two-term form, with orthonormal orbitals and positive $c,s$ satisfying $c^2+s^2=1$.

## Orbitals as vectors, pairs as tensors

The orbitals are vectors of `E`, a real inner product space of any dimension that can hold them; completeness is not required. The hypotheses `‖f₁‖ = 1`, `‖f₂‖ = 1` and `⟪f₁, f₂⟫_ℝ = 0` are orthonormality.

A two-electron spatial function is an element of `E ⊗[ℝ] E`, the algebraic tensor product, whose elements are finite sums of orbital products. The first factor belongs to electron 1 and the second to electron 2. `naturalPair` is the two-configuration function, with the minus sign written into the definition so that $c$ and $s$ are both positive. `symProduct` is the unnormalised function $x\otimes y+y\otimes x$, which has the Heitler–London form; $x$ and $y$ need not be atomic orbitals. Both are symmetric under exchange, as the spatial part of a singlet must be; the antisymmetric spin factor is understood and does not appear in the file.

`bondOrbital c s f g` is $\sqrt{c/(c+s)}\,f+\sqrt{s/(c+s)}\,g$, and its partner is obtained by passing `-g`.

The condition $c^2+s^2=1$ represents normalisation of the pair function. The file puts no inner product on the tensor product, so normalisation enters through the coefficients and through the explicit factor $1/\sqrt{2(1+S^2)}$.

For a single isolated pair with real orbitals, the result translates between the two-configuration and the valence bond pictures of a bond. In minimal-basis H₂, $f_1$ and $f_2$ can be the bonding and antibonding orbitals; as $s$ approaches $c$, the overlap of the valence bond orbitals goes to zero. These orbitals are the two atomic orbitals only when $(c-s)/(c+s)$ equals the atomic overlap; otherwise each is a mixture of both. No Hamiltonian enters, so nothing is said about which $c$ and $s$ minimise an energy. Complex orbitals, coefficients of equal sign and several coupled pairs are not treated.

## From natural orbitals to overlapping orbitals

Write $a=\sqrt{c/(c+s)}$ and $b=\sqrt{s/(c+s)}$, so that $a^2+b^2=1$, and set

$$
x=a f_1+b f_2,\qquad y=a f_1-b f_2 .
$$

Orthonormality gives $\|x\|^2=\|y\|^2=a^2+b^2=1$ and $\langle x,y\rangle=a^2-b^2=(c-s)/(c+s)$. In Lean, `inner_combination` reduces such inner products to dot products of coefficients, and `norm_bondOrbital` and `overlap_bondOrbital` apply it.

For any vectors $p,q$, expansion gives

$$
\begin{aligned}
(p+q)\otimes(p-q)&=p\otimes p-p\otimes q+q\otimes p-q\otimes q,\\
(p-q)\otimes(p+q)&=p\otimes p+p\otimes q-q\otimes p-q\otimes q .
\end{aligned}
$$

The sum is $2(p\otimes p-q\otimes q)$, which is `symProduct_add_sub`. With $p=af_1$ and $q=bf_2$,

$$
\frac{c+s}{2}(x\otimes y+y\otimes x)=(c+s)(a^2f_1\otimes f_1-b^2f_2\otimes f_2)
=c\,f_1\otimes f_1-s\,f_2\otimes f_2 .
$$

This is `naturalPair_eq_symProduct`. It has no orthonormality hypothesis, because the factorisation is pure algebra; orthonormality is needed only for the norms and the overlap.

The normalisation follows from

$$
2(1+S^2)=2\,\frac{(c+s)^2+(c-s)^2}{(c+s)^2}
=\frac{4(c^2+s^2)}{(c+s)^2}=\left(\frac{2}{c+s}\right)^2 .
$$

Only the last equality uses $c^2+s^2=1$. The main theorem proves this identity as `hsq`, clearing denominators with `field_simp` and supplying the normalisation to `nlinarith`. Taking the positive root and inverting it gives $(c+s)/2$.

## Why the prefactor and overlap are fixed

Suppose that $c\,f_1\otimes f_1-s\,f_2\otimes f_2=k(u\otimes v+v\otimes u)$, and now let $S=\langle u,v\rangle$. A bilinear form $B$ sends $p\otimes q$ to the number $B(p,q)$, so it must give the same value on both sides; this is `bilinear_eq`. Taking $B$ to be the inner product yields

$$
c-s=2kS .
$$

A second equation comes from the forms $B(p,q)=\langle a,p\rangle\langle b,q\rangle$, where $a,b$ now denote arbitrary vectors. These give the amplitude of the pair function on $a\otimes b$, called `amp` in the proof. The choices $(f_1,f_1)$, $(f_2,f_2)$ and $(u,v)$ give

$$
\begin{aligned}
c&=2k\langle f_1,u\rangle\langle f_1,v\rangle,\\
-s&=2k\langle f_2,u\rangle\langle f_2,v\rangle,\\
c\langle u,f_1\rangle\langle v,f_1\rangle-s\langle u,f_2\rangle\langle v,f_2\rangle&=k(1+S^2).
\end{aligned}
$$

Multiply the first by $c$ and the second by $-s$, add them, and substitute the third:

$$
c^2+s^2=2k^2(1+S^2).
$$

This equates the squared norms of the two expressions, obtained without defining a norm on tensors. Eliminating $S$ gives

$$
4k^2=2(c^2+s^2)-(2kS)^2=2(c^2+s^2)-(c-s)^2=(c+s)^2 .
$$

Since $k>0$, it follows that $k=(c+s)/2$, and then $c-s=2kS$ gives the overlap. The `linear_combination` steps carry out these eliminations, and the factored equation `hz` selects the positive root.

## Back from overlapping orbitals

Start with unit vectors $x,y$ and $S=\langle x,y\rangle$, where $|S|<1$. Let $N=1/\sqrt{2(1+S^2)}$ and define

$$
f_1=\frac{x+y}{\sqrt{2(1+S)}},\quad
f_2=\frac{x-y}{\sqrt{2(1-S)}},\quad
c=N(1+S),\quad s=N(1-S).
$$

Because $\|x\pm y\|^2=2(1\pm S)$, both new orbitals have unit norm. They are orthogonal because $\langle x+y,x-y\rangle=\|x\|^2-\|y\|^2=0$. The bounds on $S$ make $c$ and $s$ positive, and $c^2+s^2=2N^2(1+S^2)=1$. Finally,

$$
c\,f_1\otimes f_1-s\,f_2\otimes f_2
=\frac N2\bigl[(x+y)\otimes(x+y)-(x-y)\otimes(x-y)\bigr]
=N(x\otimes y+y\otimes x).
$$

The Lean proof replaces the three inverse square roots by letters and keeps the relations for their squares, supplied by `inv_sqrt_sq_mul`, together with the positivity of $N$. The norms and coefficients then follow by `linear_combination`, and `module` collects the tensor terms. A negative overlap is allowed and gives $c<s$, so the difference orbital then carries the larger weight.
